# Schur averaging for irreducible unitary representations of finite groups

An impurity in a crystal has an n-fold degenerate electronic level, n ≥ 1, and the symmetry operations of its site form a finite group G. Within the level, the operation g acts as a unitary n × n matrix D(g). A strain or an electric field adds a perturbation, whose matrix within the level is A. The same perturbation, applied in the orientation turned by g, has the matrix D(g) A D(g)†. What is left of A after averaging over all these orientations?

The answer depends on whether the level is a single symmetry multiplet or several that share the same energy. Problems (a), (d) and (f) assume the first case, (b) and (c) cover both, and in (e) and (g) the first case is to be proved.

In the code, `n` is the finite set of labels of the basis states, and the dimension, written n in the text, is `Fintype.card n`. State vectors are functions `n → ℂ`.

In Lean 4 with Mathlib:

```lean
import Mathlib

open Matrix
open scoped ComplexOrder

namespace SchurAveraging

noncomputable section

variable {G n : Type*} [Group G] [Fintype n] [DecidableEq n]
```

A representation is a homomorphism `D : G →* unitaryGroup n ℂ`, so D(gh) = D(g)D(h) holds without extra phases, and `(D g).1` is the matrix itself. Half-integer spin therefore calls, in general, for the double group, and antiunitary operations such as time reversal do not fit this description.

A subspace W is invariant if D(g)v lies in W for every g and every v in W. The representation is irreducible if only the zero space and the whole space are invariant. Physically, the level does not contain a smaller multiplet: no nonzero subspace of lower dimension is closed under the symmetry.

```lean
/-- A unitary representation is irreducible when every subspace mapped into itself by all
`D g` is either zero or the whole space. -/
def IsIrreducible (D : G →* unitaryGroup n ℂ) : Prop :=
  ∀ W : Submodule ℂ (n → ℂ), (∀ g, ∀ v ∈ W, (D g).1 *ᵥ v ∈ W) → W = ⊥ ∨ W = ⊤
```

## (a) Matrices that commute with the symmetry

Let D be irreducible and let B be any complex matrix with D(g)B = B D(g) for all g. Show that there is a complex number c with

B = c · 1.

**Solution.** Since n ≥ 1, the characteristic polynomial of B has a complex root c, so there is a vector v ≠ 0 with Bv = cv. Let E be the space of all w with Bw = cw. For w in E,

B D(g)w = D(g)Bw = c D(g)w,

so D(g)w is again in E. Thus E is invariant. It contains v, so it is not zero, and irreducibility makes it the whole space. Hence Bx = cx for every x, which is the claim. B need not be Hermitian.

The hypothesis `[Nonempty n]` says n ≥ 1 and supplies the eigenvalue. The step `key` applies irreducibility to the eigenspace. Its first case contradicts v ≠ 0, and its second compares B with c · 1 on every vector. Neither the finiteness of G nor the unitarity of D(g) enters the argument.

```lean
/-- Schur's lemma: in nonzero dimension, a matrix that commutes with every operation of an
irreducible unitary representation is a multiple of the identity. -/
theorem schur_scalar [Nonempty n] (D : G →* unitaryGroup n ℂ) (hD : IsIrreducible D)
    (B : Matrix n n ℂ) (hB : ∀ g, (D g).1 * B = B * (D g).1) :
    ∃ c : ℂ, B = c • (1 : Matrix n n ℂ) := by
  obtain ⟨c, hc⟩ := Module.End.exists_eigenvalue (Matrix.toLin' B)
  obtain ⟨v, hv⟩ := hc.exists_hasEigenvector
  -- the eigenspace is invariant under the group
  have key := hD (Module.End.eigenspace (Matrix.toLin' B) c) (by
    intro g w hw
    rw [Module.End.mem_eigenspace_iff, Matrix.toLin'_apply] at hw ⊢
    rw [Matrix.mulVec_mulVec, ← hB g, ← Matrix.mulVec_mulVec, hw, Matrix.mulVec_smul])
  rcases key with h | h
  · have hmem : v ∈ Module.End.eigenspace (Matrix.toLin' B) c := hv.1
    rw [h, Submodule.mem_bot] at hmem
    exact absurd hmem hv.2
  · refine ⟨c, Matrix.toLin'.injective (LinearMap.ext fun x => ?_)⟩
    have hx : x ∈ Module.End.eigenspace (Matrix.toLin' B) c := by
      rw [h]; exact Submodule.mem_top
    rw [Module.End.mem_eigenspace_iff] at hx
    rw [hx, Matrix.toLin'_apply, Matrix.smul_mulVec, Matrix.one_mulVec]
```

## (b) The average and the group operations

Write |G| for the number of elements of G, and define the group average of A by

⟨A⟩ = |G|⁻¹ Σ_g D(g) A D(g)†.

This is `groupAverage D A`. From here on G is finite; a continuous group would need an integral in place of the sum.

```lean
variable [Fintype G]

/-- The group average of `D(g) A D(g)†` over a finite group. -/
def groupAverage (D : G →* unitaryGroup n ℂ) (A : Matrix n n ℂ) : Matrix n n ℂ :=
  (Fintype.card G : ℂ)⁻¹ • ∑ g, (D g).1 * A * (D g).1ᴴ
```

Show that, for every h in G and whether or not D is irreducible,

D(h)⟨A⟩ = ⟨A⟩D(h).

**Solution.** Insert D(h)†D(h) = 1 at the right end of each term and use D(hg) = D(h)D(g):

D(h)⟨A⟩ = |G|⁻¹ Σ_g D(h)D(g) A D(g)†D(h)† D(h)

= |G|⁻¹ Σ_g D(hg) A D(hg)† D(h).

As g runs through G, so does hg, each element occurring once. The last sum is therefore ⟨A⟩D(h).

The code relabels the sum on the right-hand side with `Equiv.mulLeft h` and then compares the two sums term by term. There `hm` is the homomorphism rule and `hu` is unitarity.

```lean
/-- The group average commutes with every operation of the representation. -/
theorem groupAverage_commutes (D : G →* unitaryGroup n ℂ) (A : Matrix n n ℂ) (h : G) :
    (D h).1 * groupAverage D A = groupAverage D A * (D h).1 := by
  unfold groupAverage
  rw [mul_smul_comm, smul_mul_assoc, Finset.mul_sum, Finset.sum_mul]
  congr 1
  -- relabel the group elements as `h * g`
  rw [← Equiv.sum_comp (Equiv.mulLeft h) (fun g => (D g).1 * A * (D g).1ᴴ * (D h).1)]
  refine Finset.sum_congr rfl fun g _ => ?_
  have hu : (D h).1ᴴ * (D h).1 = 1 := Matrix.mem_unitaryGroup_iff'.1 (D h).2
  have hm : (D (h * g)).1 = (D h).1 * (D g).1 := by rw [map_mul]; rfl
  simp only [Equiv.coe_mulLeft, hm, Matrix.conjTranspose_mul, Matrix.mul_assoc, hu,
    Matrix.mul_one]
```

## (c) The trace of the average

Show, again for any unitary representation D, that

tr⟨A⟩ = tr A.

**Solution.** By cyclicity of the trace and unitarity,

tr(D(g) A D(g)†) = tr(D(g)†D(g) A) = tr A.

The average therefore contains |G| terms of trace tr A, divided by |G|.

The step `ht` is this calculation for one g, and the last line cancels |G|, which is nonzero because a group contains its identity.

```lean
/-- The group average of a matrix has the same trace as the matrix. -/
theorem trace_groupAverage (D : G →* unitaryGroup n ℂ) (A : Matrix n n ℂ) :
    (groupAverage D A).trace = A.trace := by
  have ht : ∀ g, ((D g).1 * A * (D g).1ᴴ).trace = A.trace := fun g => by
    have hu : (D g).1ᴴ * (D g).1 = 1 := Matrix.mem_unitaryGroup_iff'.1 (D g).2
    rw [Matrix.trace_mul_cycle, hu, Matrix.one_mul]
  have hG : (Fintype.card G : ℂ) ≠ 0 := Nat.cast_ne_zero.2 Fintype.card_ne_zero
  simp only [groupAverage, Matrix.trace_smul, Matrix.trace_sum, ht, Finset.sum_const,
    Finset.card_univ, nsmul_eq_mul, smul_eq_mul]
  exact inv_mul_cancel_left₀ hG _
```

## (d) The average for an irreducible representation

Let D be irreducible. Show that for every complex matrix A

⟨A⟩ = (tr A / n) · 1.

**Solution.** By (b), ⟨A⟩ commutes with every D(h), so (a) gives ⟨A⟩ = c · 1 for some c. Taking traces and using (c),

tr A = tr⟨A⟩ = c n.

Since n ≥ 1, c = tr A / n.

For a Hermitian perturbation within one such level of a system with a finite symmetry group, the averaged perturbation produces no first-order splitting: it moves all n states by the mean of the eigenvalues of A.

The code follows the same order: `schur_scalar` gives `c`, and `ht` fixes it through the trace.

```lean
/-- Schur averaging: for an irreducible unitary representation of a finite group in nonzero
dimension `n`, the group average of any matrix `A` is `tr(A)/n` times the identity. -/
theorem schur_averaging [Nonempty n] (D : G →* unitaryGroup n ℂ) (hD : IsIrreducible D)
    (A : Matrix n n ℂ) :
    groupAverage D A = (A.trace / Fintype.card n) • (1 : Matrix n n ℂ) := by
  obtain ⟨c, hc⟩ := schur_scalar D hD _ (groupAverage_commutes D A)
  have hn : (Fintype.card n : ℂ) ≠ 0 := Nat.cast_ne_zero.2 Fintype.card_ne_zero
  -- the trace fixes the scalar
  have ht : A.trace = c * Fintype.card n := by
    rw [← trace_groupAverage D A, hc, Matrix.trace_smul, Matrix.trace_one, smul_eq_mul]
  rw [hc, ht, mul_div_cancel_right₀ _ hn]
```

## (e) From the averaging formula back to irreducibility

Now let D be any unitary representation of G for which the formula in (d) holds for all A. Show that every invariant subspace W other than zero satisfies

W = ℂⁿ.

**Solution.** Choose v ≠ 0 in W, so that n ≥ 1, and put A = v v†. This matrix sends y to (v†y)v. For any vector x,

⟨v v†⟩x = |G|⁻¹ Σ_g (v†D(g)†x) D(g)v.

Every D(g)v lies in W, and hence so does the sum. The assumed formula gives the same vector as

⟨v v†⟩x = (‖v‖²/n) x.

The factor ‖v‖²/n is not zero, so x lies in W. As x was arbitrary, W is the whole space. If v is normalised, v v† is the projector onto v and the factor is 1/n.

In the code `vecMulVec v (star v)` is v v†, which is not normalised. The step `hvec` gives its action on a vector, `hmem` places the averaged vector in W, and `htr` shows that the trace ‖v‖² is nonzero.

```lean
/-- Converse: if the group average of every matrix `A` is `tr(A)/n` times the identity, the
unitary representation is irreducible. -/
theorem irreducible_of_averaging (D : G →* unitaryGroup n ℂ)
    (h : ∀ A, groupAverage D A = (A.trace / Fintype.card n) • (1 : Matrix n n ℂ)) :
    IsIrreducible D := by
  intro W hW
  by_cases hb : W = ⊥
  · exact Or.inl hb
  right
  obtain ⟨v, hv, hv0⟩ := Submodule.exists_mem_ne_zero_of_ne_bot hb
  obtain ⟨i, -⟩ := Function.ne_iff.1 hv0
  have : Nonempty n := ⟨i⟩
  rw [eq_top_iff]
  intro x _
  have hvec : ∀ y, vecMulVec v (star v) *ᵥ y = (star v ⬝ᵥ y) • v := fun y => by
    ext i
    simp only [Matrix.mulVec, dotProduct, Matrix.vecMulVec_apply, Pi.smul_apply,
      smul_eq_mul, Finset.sum_mul]
    exact Finset.sum_congr rfl fun j _ => by ring
  -- the average of `v v†` maps every vector into `W`
  have hmem : groupAverage D (vecMulVec v (star v)) *ᵥ x ∈ W := by
    rw [groupAverage, Matrix.smul_mulVec]
    refine W.smul_mem _ ?_
    rw [← Matrix.toLin'_apply, map_sum, LinearMap.sum_apply]
    refine W.sum_mem fun g _ => ?_
    rw [Matrix.toLin'_apply, ← Matrix.mulVec_mulVec, ← Matrix.mulVec_mulVec, hvec,
      Matrix.mulVec_smul]
    exact W.smul_mem _ (hW g v hv)
  have htr : (vecMulVec v (star v)).trace ≠ 0 := fun h0 =>
    hv0 (dotProduct_self_star_eq_zero.1 h0)
  rw [h, Matrix.smul_mulVec, Matrix.one_mulVec] at hmem
  exact (W.smul_mem_iff (div_ne_zero htr (Nat.cast_ne_zero.2 Fintype.card_ne_zero))).1 hmem
```

## (f) Orthogonality of the matrix elements

Let D be irreducible, and let i, j, k, l label basis states. Show that

|G|⁻¹ Σ_g D(g)ᵢⱼ conj(D(g)ₖₗ) = 1/n if i = k and j = l, and 0 otherwise.

**Solution.** Let E be the matrix with a single entry 1 in row j and column l, and zeros elsewhere. Then

(D(g) E D(g)†)ᵢₖ = D(g)ᵢⱼ conj(D(g)ₖₗ),

so the left-hand side of the claim is the (i, k) entry of ⟨E⟩. By (d), ⟨E⟩ = (tr E / n) · 1. The trace of E is 1 if j = l and 0 otherwise, and the (i, k) entry of the identity is 1 if i = k and 0 otherwise. Multiplying the two gives the claim.

Both factors in the sum belong to the same representation. The great orthogonality theorem of group theory also compares two inequivalent irreducible representations, which takes a version of (a) for maps between different spaces.

In the code E is `Matrix.single j l 1`, `he` computes the entry, `ht` computes the trace, and `h` is the (i, k) entry of the averaging formula.

```lean
/-- Great orthogonality relations within one irreducible unitary representation of dimension
`n`: the group average of `D(g)ᵢⱼ` times the conjugate of `D(g)ₖₗ` is `1/n` if `i = k` and
`j = l`, and zero otherwise. -/
theorem great_orthogonality (D : G →* unitaryGroup n ℂ) (hD : IsIrreducible D)
    (i j k l : n) :
    (Fintype.card G : ℂ)⁻¹ * ∑ g, (D g).1 i j * star ((D g).1 k l) =
      if i = k ∧ j = l then 1 / (Fintype.card n : ℂ) else 0 := by
  have : Nonempty n := ⟨i⟩
  -- average the matrix unit with its single entry at `(j, l)`
  have he : ∀ g, ((D g).1 * Matrix.single j l (1 : ℂ) * (D g).1ᴴ) i k =
      (D g).1 i j * star ((D g).1 k l) := fun g => by
    simp only [Matrix.mul_apply, Matrix.single_apply, ite_and, mul_ite, mul_one, mul_zero,
      Finset.sum_ite_eq, Finset.mem_univ, if_true, ite_mul, zero_mul,
      Matrix.conjTranspose_apply]
  have ht : (Matrix.single j l (1 : ℂ)).trace = if j = l then 1 else 0 := by
    simp only [Matrix.trace, Matrix.diag_apply, Matrix.single_apply, ite_and,
      Finset.sum_ite_eq, Finset.mem_univ, if_true]
    exact if_congr eq_comm rfl rfl
  have h := congrFun (congrFun (schur_averaging D hD (Matrix.single j l 1)) i) k
  simp only [groupAverage, Matrix.smul_apply, Matrix.sum_apply, he, ht, smul_eq_mul,
    Matrix.one_apply] at h
  rw [h]
  by_cases hik : i = k <;> by_cases hjl : j = l <;> simp [hik, hjl]
```

## (g) A degenerate pair in a square environment

Orbitals p_x and p_y at a site with the symmetry of a square are exchanged, up to signs, by quarter turns and by reflections in the diagonals. The table below lists the eight matrices, with `r i` for i quarter turns and `sr i` for the same rotation followed by y ↦ −y.

```lean
/-- Integer matrices of the symmetries of a square: `r i` is the rotation by `i` quarter
turns, and `sr i` is that rotation followed by the reflection `y ↦ -y`. -/
def squareMatrix : DihedralGroup 4 → Matrix (Fin 2) (Fin 2) ℤ
  | .r i => if i = 0 then !![1, 0; 0, 1] else if i = 1 then !![0, -1; 1, 0]
      else if i = 2 then !![-1, 0; 0, -1] else !![0, 1; -1, 0]
  | .sr i => if i = 0 then !![1, 0; 0, -1] else if i = 1 then !![0, -1; -1, 0]
      else if i = 2 then !![-1, 0; 0, 1] else !![0, 1; 1, 0]
```

All entries are integers, so `decide +kernel` can check orthogonality and the multiplication rule by running through the group elements. The matrices are then read as complex ones, which gives a unitary representation on ℂ².

```lean
/-- The symmetry group of the square acting on `ℂ²` by the matrices `squareMatrix`. -/
def squareRep : DihedralGroup 4 →* unitaryGroup (Fin 2) ℂ :=
  MonoidHom.mk' (fun g => ⟨(Int.castRingHom ℂ).mapMatrix (squareMatrix g), by
    have ho : ∀ g, squareMatrix g * (squareMatrix g)ᵀ = 1 := by decide +kernel
    have hs : star ((Int.castRingHom ℂ).mapMatrix (squareMatrix g)) =
        (Int.castRingHom ℂ).mapMatrix (squareMatrix g)ᵀ := by
      ext i j
      simp [Matrix.star_apply]
    rw [Matrix.mem_unitaryGroup_iff, hs, ← map_mul, ho, map_one]⟩) (by
    have hm : ∀ g h, squareMatrix (g * h) = squareMatrix g * squareMatrix h := by
      decide +kernel
    intro g h
    apply Subtype.ext
    change (Int.castRingHom ℂ).mapMatrix (squareMatrix (g * h)) = _
    rw [hm, map_mul]
    rfl)
```

Show that this representation is irreducible: if W is invariant and contains some v = (a, b) ≠ 0, then

W = ℂ².

**Solution.** Besides (a, b), W contains its images under `sr 0`, `r 1` and `sr 1`:

(a, −b), (−b, a), (−b, −a).

If a ≠ 0, then W contains

(a, b) + (a, −b) = (2a, 0) and (−b, a) − (−b, −a) = (0, 2a).

If a = 0, then b ≠ 0, and W contains

(a, b) − (a, −b) = (0, 2b) and (−b, a) + (−b, −a) = (−2b, 0).

In both cases these two vectors span ℂ².

Irreducibility depends on the reflections: under the rotations alone, the complex line through (1, i), where i is now the imaginary unit, is invariant. With the reflections, (d) applies to the pair and holds for every A. For example, a perturbation that shifts p_x by α and p_y by β without mixing them averages to (α + β)/2 times the identity. For this particular perturbation the rotations alone would give the same average.

In the code a and b are `v 0` and `v 1`. The steps `h1`, `h2` and `h3` are the three images, and the final case distinction writes an arbitrary x as an explicit combination of the sums and differences above.

```lean
/-- The representation `squareRep` of the symmetry group of the square on `ℂ²` is
irreducible. -/
theorem squareRep_irreducible_witness : IsIrreducible squareRep := by
  intro W hW
  by_cases hb : W = ⊥
  · exact Or.inl hb
  right
  obtain ⟨v, hv, hv0⟩ := Submodule.exists_mem_ne_zero_of_ne_bot hb
  have act : ∀ g, (squareRep g).1 = (Int.castRingHom ℂ).mapMatrix (squareMatrix g) :=
    fun _ => rfl
  have e1 : squareMatrix (.sr 0) = !![1, 0; 0, -1] := by decide +kernel
  have e2 : squareMatrix (.r 1) = !![0, -1; 1, 0] := by decide +kernel
  have e3 : squareMatrix (.sr 1) = !![0, -1; -1, 0] := by decide +kernel
  have hv' : ![v 0, v 1] ∈ W := by
    convert hv using 1
    ext i; fin_cases i <;> rfl
  -- three images of `v = (a, b)`
  have h1 : ![v 0, -v 1] ∈ W := by
    convert hW (.sr 0) v hv using 1
    rw [act, e1]
    ext i; fin_cases i <;> simp [Matrix.mulVec, dotProduct, Fin.sum_univ_succ]
  have h2 : ![-v 1, v 0] ∈ W := by
    convert hW (.r 1) v hv using 1
    rw [act, e2]
    ext i; fin_cases i <;> simp [Matrix.mulVec, dotProduct, Fin.sum_univ_succ]
  have h3 : ![-v 1, -v 0] ∈ W := by
    convert hW (.sr 1) v hv using 1
    rw [act, e3]
    ext i; fin_cases i <;> simp [Matrix.mulVec, dotProduct, Fin.sum_univ_succ]
  rw [eq_top_iff]
  intro x _
  by_cases ha : v 0 = 0
  · have hb1 : v 1 ≠ 0 := fun h => hv0 (by ext i; fin_cases i <;> simp [ha, h])
    convert W.add_mem (W.smul_mem (x 1 / (2 * v 1)) (W.sub_mem hv' h1))
      (W.smul_mem (-x 0 / (2 * v 1)) (W.add_mem h2 h3)) using 1
    ext i; fin_cases i <;> simp <;> field_simp <;> ring
  · convert W.add_mem (W.smul_mem (x 0 / (2 * v 0)) (W.add_mem hv' h1))
      (W.smul_mem (x 1 / (2 * v 0)) (W.sub_mem h2 h3)) using 1
    ext i; fin_cases i <;> simp <;> field_simp <;> ring

end

end SchurAveraging
```

```lean
#print axioms SchurAveraging.schur_averaging
#print axioms SchurAveraging.irreducible_of_averaging
#print axioms SchurAveraging.great_orthogonality
```

```
'SchurAveraging.schur_averaging' depends on axioms: [propext, Classical.choice, Quot.sound]
'SchurAveraging.irreducible_of_averaging' depends on axioms: [propext, Classical.choice, Quot.sound]
'SchurAveraging.great_orthogonality' depends on axioms: [propext, Classical.choice, Quot.sound]
```
